# A block of bonds in a uniform-field Ising chain acts as one Ising bond, up to a positive factor

## Decimation as a matrix identity

Decimation is represented here by an identity between 2×2 matrices, not by an explicit sum over spin configurations. The chain has classical spins s = ±1, a nearest-neighbour coupling K and a uniform field h, both energies already divided by the thermal energy k_BT, with k_B the Boltzmann constant and T here the temperature. Each bond carries half of the field energy of its two end spins, so its Boltzmann weight is

exp(K s s′ + h (s + s′)/2).

With spin up listed first, these weights form the transfer matrix

T(K,h) = [exp(K+h), exp(−K); exp(−K), exp(K−h)].

A matrix product sums over the spin shared by two bonds. The entries of T(K,h)ⁿ are therefore the weights of a block of n bonds whose n − 1 inner spins have been summed out. Decimation succeeds if this block again looks like one bond:

T(K,h)ⁿ = A T(L,g).

Here L and g are the new coupling and field, and A is a factor that does not depend on the spins.

## What is claimed, and for which chains

The theorem `decimation` says that for all real K and h and every n ≠ 0 there are a positive A and real L and g satisfying this identity, and that

exp(2L) sinh g = exp(2K) sinh h.

The triple is unique among all real triples: a competitor A′ is not assumed to be positive. The case n = 2 sums out every second spin, and n = 1 returns A = 1, L = K, g = h. The value n = 0 is excluded because the identity matrix has zero off-diagonal entries, which no finite coupling produces with a positive factor.

In Lean, `transfer K h` is T(K,h), a real matrix indexed by `Fin 2`, with index 0 for spin up and 1 for spin down. The symbol `•` multiplies a matrix by a number. K may have either sign, so ferromagnetic and antiferromagnetic chains are both included.

Three further theorems take the matrix identity as a hypothesis, which `decimation` supplies. `two_bond_recursion` gives L and g for n = 2, `decimated_coupling_pos` shows that L is then positive if K ≠ 0, and `ring_partition_function` compares traces for closed rings. The trace is used as the partition function; its expansion into a sum over configurations is the usual reading of the matrix product and is not part of the file. Infinite chains, non-uniform couplings and higher dimensions are not treated.

For a finite closed ring of such classical spins, the identity provides an exact reference against which a numerical coarse-graining procedure can be compared.

## Three weights fix three parameters

Take any symmetric matrix [a, b; b, d] with positive entries. It equals A T(L,g) exactly when

a = A exp(L+g), b = A exp(−L), d = A exp(L−g).

Since b and exp(−L) are positive, A must be positive. Taking logarithms gives a linear system:

ln a = ln A + L + g
ln b = ln A − L
ln d = ln A + L − g

Its only solution is

g = (ln a − ln d)/2
L = (ln a + ln d − 2 ln b)/4
ln A = (ln a + ln d + 2 ln b)/4.

It remains to show that the powers of T(K,h) are symmetric with positive entries.

## A ratio of entries that every power shares

Put c = 2 exp(2K) sinh h. The claim is that every positive power has the form [a, b; b, d] with positive entries and

a − d = c b.

For the first power,

a − d = exp(K)(exp(h) − exp(−h)) = 2 exp(K) sinh h = c exp(−K) = c b.

Suppose the claim holds for one power, and multiply on the right by T(K,h). The new entries are

upper left: a₁ = a exp(K+h) + b exp(−K)
upper right: b₁ = a exp(−K) + b exp(K−h)
lower left: b exp(K+h) + d exp(−K)
lower right: d₁ = b exp(−K) + d exp(K−h).

All are positive. The lower-left entry minus the upper-right one is

2b exp(K) sinh h − (a − d) exp(−K) = 2b exp(K) sinh h − c b exp(−K) = 0,

so the new matrix is symmetric. Substituting d = a − c b and using 2 exp(K) sinh h = c exp(−K),

a₁ − d₁ = a exp(K+h) − (a − c b) exp(K−h)
= 2a exp(K) sinh h + c b exp(K−h)
= c (a exp(−K) + b exp(K−h))
= c b₁.

This completes the induction. Inserting the renormalised parameters into a − d = c b gives

2A exp(L) sinh g = 2 exp(2K) sinh h · A exp(−L).

Dividing by 2A and multiplying by exp(L) gives the invariant. In particular, g has the same sign as h, and it vanishes when h does.

## Summing out every second spin

For n = 2 the entries are

a = exp(2K+2h) + exp(−2K) = 2 exp(h) cosh(2K+h)
b = exp(h) + exp(−h) = 2 cosh h
d = exp(2K−2h) + exp(−2K) = 2 exp(−h) cosh(2K−h).

From the matching conditions, exp(2g) = a/d, hence

exp(2g) = exp(2h) cosh(2K+h)/cosh(2K−h).

Likewise exp(4L) = ad/b². The numerator is

ad = 2 cosh 4K + 2 cosh 2h = 4 sinh² 2K + 4 cosh² h,

and therefore

exp(4L) = 1 + (sinh 2K / cosh h)².

If K ≠ 0, the right-hand side exceeds 1 and L > 0. An antiferromagnetic chain thus acquires a ferromagnetic coupling after one such step: the surviving spins all belong to the same sublattice.

For a closed ring of nm spins, grouping the factors gives

tr T(K,h)ⁿᵐ = tr (A T(L,g))ᵐ = Aᵐ tr T(L,g)ᵐ.

For m = 1 the remaining spin is joined to itself by its bond. In an open chain each of the two end spins has only one bond, which carries half of its field energy. The other half gives a separate factor exp(hs/2) at each end, which decimation leaves unchanged.

## The complete Lean file

```lean
import Mathlib

open Matrix

namespace IsingDecimationInField

noncomputable section

/-- Transfer matrix of the Ising chain with reduced coupling `K` and reduced field `h`. -/
def transfer (K h : ℝ) : Matrix (Fin 2) (Fin 2) ℝ :=
  !![Real.exp (K + h), Real.exp (-K); Real.exp (-K), Real.exp (K - h)]

/-- Opposite Boltzmann factors multiply to one. -/
private theorem exp_mul_neg (x : ℝ) : Real.exp x * Real.exp (-x) = 1 := by
  rw [← Real.exp_add, add_neg_cancel, Real.exp_zero]

/-- Doubling the exponent squares the Boltzmann factor. -/
private theorem exp_two (x : ℝ) : Real.exp (2 * x) = Real.exp x ^ 2 := by
  rw [two_mul, Real.exp_add, sq]

/-- The transfer matrix with coupling and field factors separated. -/
theorem transfer_factor (K h : ℝ) :
    transfer K h = !![Real.exp K * Real.exp h, Real.exp (-K);
      Real.exp (-K), Real.exp K * Real.exp (-h)] := by
  simp only [transfer, sub_eq_add_neg, Real.exp_add]

/-- A matrix is a multiple of a transfer matrix exactly when its four entries match. -/
theorem eq_smul_transfer_iff (a b c d A L g : ℝ) :
    !![a, b; c, d] = A • transfer L g ↔
      a = A * (Real.exp L * Real.exp g) ∧ b = A * Real.exp (-L) ∧
      c = A * Real.exp (-L) ∧ d = A * (Real.exp L * Real.exp (-g)) := by
  rw [transfer_factor]
  constructor
  · intro H
    exact ⟨by simpa using congrFun (congrFun H 0) 0, by simpa using congrFun (congrFun H 0) 1,
      by simpa using congrFun (congrFun H 1) 0, by simpa using congrFun (congrFun H 1) 1⟩
  · rintro ⟨h1, h2, h3, h4⟩
    rw [h1, h2, h3, h4]
    ext i j
    fin_cases i <;> fin_cases j <;> simp

/-- Every symmetric matrix of positive weights is a positive multiple of an Ising transfer
matrix, with a unique prefactor, coupling and field. -/
theorem positive_symmetric_is_ising {a b d : ℝ} (ha : 0 < a) (hb : 0 < b) (hd : 0 < d) :
    ∃ A L g : ℝ, 0 < A ∧ !![a, b; b, d] = A • transfer L g ∧
      ∀ A' L' g' : ℝ, !![a, b; b, d] = A' • transfer L' g' → A' = A ∧ L' = L ∧ g' = g := by
  refine ⟨Real.exp ((Real.log a + Real.log d + 2 * Real.log b) / 4),
    (Real.log a + Real.log d - 2 * Real.log b) / 4, (Real.log a - Real.log d) / 2,
    Real.exp_pos _, ?_, ?_⟩
  · have e2 : b = Real.exp ((Real.log a + Real.log d + 2 * Real.log b) / 4) *
        Real.exp (-((Real.log a + Real.log d - 2 * Real.log b) / 4)) := by
      refine (Real.exp_log hb).symm.trans ?_
      rw [← Real.exp_add]
      congr 1
      ring
    refine (eq_smul_transfer_iff _ _ _ _ _ _ _).mpr ⟨?_, e2, e2, ?_⟩
    · refine (Real.exp_log ha).symm.trans ?_
      rw [← Real.exp_add, ← Real.exp_add]
      congr 1
      ring
    · refine (Real.exp_log hd).symm.trans ?_
      rw [← Real.exp_add, ← Real.exp_add]
      congr 1
      ring
  · intro A L g H
    obtain ⟨h1, h2, -, h4⟩ := (eq_smul_transfer_iff _ _ _ _ _ _ _).mp H
    -- the off-diagonal weight forces a positive prefactor
    have hA : 0 < A := pos_of_mul_pos_left (h2 ▸ hb) (Real.exp_pos (-L)).le
    -- logarithms turn the three matching conditions into a linear system
    have l1 : Real.log a = Real.log A + (L + g) := by
      rw [h1, Real.log_mul hA.ne' (by positivity), ← Real.exp_add, Real.log_exp]
    have l2 : Real.log b = Real.log A + -L := by
      rw [h2, Real.log_mul hA.ne' (by positivity), Real.log_exp]
    have l4 : Real.log d = Real.log A + (L + -g) := by
      rw [h4, Real.log_mul hA.ne' (by positivity), ← Real.exp_add, Real.log_exp]
    refine ⟨?_, by linarith, by linarith⟩
    refine (Real.exp_log hA).symm.trans ?_
    congr 1
    linarith

/-- Every positive power of the transfer matrix is symmetric with positive entries, and the
difference of its diagonal entries is `2 exp(2K) sinh h` times the off-diagonal one. -/
theorem transfer_pow_entries (K h : ℝ) (m : ℕ) :
    ∃ a b d : ℝ, 0 < a ∧ 0 < b ∧ 0 < d ∧ transfer K h ^ (m + 1) = !![a, b; b, d] ∧
      a - d = 2 * (Real.exp (2 * K) * Real.sinh h) * b := by
  have hxy := exp_mul_neg K
  rw [exp_two K, Real.sinh_eq h]
  induction m with
  | zero =>
    refine ⟨Real.exp K * Real.exp h, Real.exp (-K), Real.exp K * Real.exp (-h),
      by positivity, by positivity, by positivity, ?_, ?_⟩
    · rw [zero_add, pow_one, transfer_factor]
    · linear_combination (-Real.exp K * (Real.exp h - Real.exp (-h))) * hxy
  | succ m ih =>
    obtain ⟨a, b, d, ha, hb, hd, hM, H⟩ := ih
    -- the relation between the entries keeps the next power symmetric
    have hs : b * (Real.exp K * Real.exp h) + d * Real.exp (-K) =
        a * Real.exp (-K) + b * (Real.exp K * Real.exp (-h)) := by
      linear_combination (-Real.exp (-K)) * H -
        b * (Real.exp h - Real.exp (-h)) * Real.exp K * hxy
    refine ⟨a * (Real.exp K * Real.exp h) + b * Real.exp (-K),
      a * Real.exp (-K) + b * (Real.exp K * Real.exp (-h)),
      b * Real.exp (-K) + d * (Real.exp K * Real.exp (-h)),
      by positivity, by positivity, by positivity, ?_, ?_⟩
    · rw [pow_succ, hM, transfer_factor, Matrix.mul_fin_two, hs]
    · linear_combination Real.exp K * Real.exp (-h) * H -
        a * Real.exp K * (Real.exp h - Real.exp (-h)) * hxy

/-- Decimation in a field: a block of `n ≥ 1` bonds acts as one Ising bond with a unique
prefactor `A > 0`, coupling `L` and field `g`, and `exp(2L) sinh g = exp(2K) sinh h`. -/
theorem decimation (K h : ℝ) {n : ℕ} (hn : n ≠ 0) :
    ∃ A L g : ℝ, 0 < A ∧ transfer K h ^ n = A • transfer L g ∧
      Real.exp (2 * L) * Real.sinh g = Real.exp (2 * K) * Real.sinh h ∧
      ∀ A' L' g' : ℝ, transfer K h ^ n = A' • transfer L' g' →
        A' = A ∧ L' = L ∧ g' = g := by
  obtain ⟨a, b, d, ha, hb, hd, hM, H⟩ := transfer_pow_entries K h (n - 1)
  rw [Nat.sub_add_cancel (Nat.one_le_iff_ne_zero.mpr hn)] at hM
  obtain ⟨A, L, g, hA, hT, huniq⟩ := positive_symmetric_is_ising ha hb hd
  rw [hM]
  refine ⟨A, L, g, hA, hT, ?_, huniq⟩
  obtain ⟨h1, h2, -, h4⟩ := (eq_smul_transfer_iff _ _ _ _ _ _ _).mp hT
  rw [h1, h2, h4] at H
  -- the prefactor drops out of the ratio of entries
  apply mul_left_cancel₀ hA.ne'
  rw [exp_two L, Real.sinh_eq g]
  linear_combination (Real.exp L / 2) * H +
    A * (Real.exp (2 * K) * Real.sinh h) * exp_mul_neg L

/-- Recursion relations for the coupling and the field when every second spin is
summed out. -/
theorem two_bond_recursion {K h A L g : ℝ} (hT : transfer K h ^ 2 = A • transfer L g) :
    Real.exp (4 * L) = 1 + (Real.sinh (2 * K) / Real.cosh h) ^ 2 ∧
    Real.exp (2 * g) =
      Real.exp (2 * h) * Real.cosh (2 * K + h) / Real.cosh (2 * K - h) := by
  rw [pow_two, transfer_factor K h, Matrix.mul_fin_two] at hT
  obtain ⟨h1, h2, -, h4⟩ := (eq_smul_transfer_iff _ _ _ _ _ _ _).mp hT
  have hxy := exp_mul_neg K
  have huv := exp_mul_neg h
  have hpq := exp_mul_neg L
  have hrt := exp_mul_neg g
  have hc : ∀ z : ℝ, Real.cosh (2 * K + z) =
      (Real.exp K ^ 2 * Real.exp z + Real.exp (-K) ^ 2 * Real.exp (-z)) / 2 := by
    intro z
    have e : -(2 * K + z) = 2 * (-K) + (-z) := by ring
    rw [Real.cosh_eq, e, Real.exp_add, Real.exp_add, exp_two K, exp_two (-K)]
  have hsinh : Real.sinh (2 * K) = (Real.exp K ^ 2 - Real.exp (-K) ^ 2) / 2 := by
    have e : -(2 * K) = 2 * (-K) := by ring
    rw [Real.sinh_eq, e, exp_two K, exp_two (-K)]
  have e4 : Real.exp (4 * L) = Real.exp L ^ 4 := by
    have e : 4 * L = 2 * (2 * L) := by ring
    rw [e, exp_two (2 * L), exp_two L]
    ring
  rw [e4, hsinh, Real.cosh_eq h, sub_eq_add_neg (2 * K) h, hc h, hc (-h), neg_neg,
    exp_two g, exp_two h]
  generalize Real.exp (-K) = y at *
  have hu := Real.exp_pos h
  have hv := Real.exp_pos (-h)
  have hx := Real.exp_pos K
  constructor
  · have hb : Real.exp h + Real.exp (-h) = A * Real.exp (-L) := by
      linear_combination h2 - (Real.exp h + Real.exp (-h)) * hxy
    -- the product of the diagonal entries over the squared off-diagonal one is exp(4L)
    have core : Real.exp L ^ 4 * (Real.exp h + Real.exp (-h)) ^ 2 =
        (Real.exp h + Real.exp (-h)) ^ 2 + (Real.exp K ^ 2 - y ^ 2) ^ 2 := by
      calc Real.exp L ^ 4 * (Real.exp h + Real.exp (-h)) ^ 2
          = (A * (Real.exp L * Real.exp g)) * (A * (Real.exp L * Real.exp (-g))) := by
            rw [hb]
            linear_combination A ^ 2 * Real.exp L ^ 2 *
              (Real.exp L * Real.exp (-L) + 1) * hpq - A ^ 2 * Real.exp L ^ 2 * hrt
        _ = _ := by
            rw [← h1, ← h4]
            linear_combination (Real.exp K ^ 4 * (Real.exp h * Real.exp (-h) + 1) - 2) * huv +
              (Real.exp h ^ 2 + Real.exp (-h) ^ 2 + 2) * (Real.exp K * y + 1) * hxy
    have hq : (Real.exp K ^ 2 - y ^ 2) / 2 / ((Real.exp h + Real.exp (-h)) / 2) =
        (Real.exp K ^ 2 - y ^ 2) / (Real.exp h + Real.exp (-h)) := by
      field_simp
    rw [hq, div_pow, ← sub_eq_iff_eq_add', eq_div_iff (by positivity)]
    linear_combination core
  · -- the ratio of the diagonal entries is exp(2g)
    have H : Real.exp g ^ 2 * (y * y + Real.exp K * Real.exp (-h) *
        (Real.exp K * Real.exp (-h))) =
        Real.exp K * Real.exp h * (Real.exp K * Real.exp h) + y * y := by
      rw [h1, h4]
      linear_combination A * Real.exp L * Real.exp g * hrt
    rw [eq_div_iff (by positivity)]
    linear_combination (Real.exp h / 2) * H -
      (Real.exp g ^ 2 * Real.exp K ^ 2 * Real.exp (-h) + Real.exp h * y ^ 2) / 2 * huv

/-- Summing out every second spin gives a strictly positive coupling whenever the original
coupling is nonzero, whatever its sign. -/
theorem decimated_coupling_pos {K h A L g : ℝ} (hK : K ≠ 0)
    (hT : transfer K h ^ 2 = A • transfer L g) : 0 < L := by
  have hs : Real.sinh (2 * K) ≠ 0 := fun h0 => hK (by linarith [Real.sinh_eq_zero.mp h0])
  have hpos : 0 < (Real.sinh (2 * K) / Real.cosh h) ^ 2 :=
    pow_pos_of_ne (div_ne_zero hs (Real.cosh_pos h).ne')
  have h1 : 1 < Real.exp (4 * L) := by
    rw [(two_bond_recursion hT).1]
    linarith
  linarith [Real.one_lt_exp_iff.mp h1]
where
  pow_pos_of_ne {x : ℝ} (hx : x ≠ 0) : 0 < x ^ 2 := by positivity

/-- If `n` bonds act as one bond with prefactor `A`, the trace of the `n * m`-th power of the
transfer matrix equals `A ^ m` times the trace of the `m`-th power of the decimated one. -/
theorem ring_partition_function {K h A L g : ℝ} {n : ℕ}
    (hT : transfer K h ^ n = A • transfer L g) (m : ℕ) :
    (transfer K h ^ (n * m)).trace = A ^ m * (transfer L g ^ m).trace := by
  rw [pow_mul, hT, smul_pow, Matrix.trace_smul, smul_eq_mul]

end

end IsingDecimationInField
```

```lean
#print axioms IsingDecimationInField.decimation
#print axioms IsingDecimationInField.decimated_coupling_pos
#print axioms IsingDecimationInField.ring_partition_function
```

```
'IsingDecimationInField.decimation' depends on axioms: [propext, Classical.choice, Quot.sound]
'IsingDecimationInField.decimated_coupling_pos' depends on axioms: [propext, Classical.choice, Quot.sound]
'IsingDecimationInField.ring_partition_function' depends on axioms: [propext, Classical.choice, Quot.sound]
```

## How the proof follows the calculation

`transfer_factor` separates the coupling and field factors in each entry, and `eq_smul_transfer_iff` turns the matrix identity into four scalar equations. Later proofs use this equivalence when they match the entries of a matrix with those of A T(L,g).

`positive_symmetric_is_ising` solves the logarithmic system. For existence it supplies the formulas for A, L and g and checks each entry by writing it as the exponential of its logarithm. For uniqueness it first derives `0 < A` from the off-diagonal entry; `linarith` then solves the linear equations `l1`, `l2` and `l4`.

`transfer_pow_entries` is the induction. It speaks of the power `m + 1`, so that its counter can start at zero. The hypothesis `H` is the relation a − d = c b, and `hs` is the symmetry of the next power. The proof of `decimation` applies this lemma with `n - 1`, obtains the unique triple from the previous theorem, and puts the matched entries into `H` to get the invariant.

In `two_bond_recursion`, the step named `core` is the formula for exp(4L) with the denominator b² cleared, and the step `H` in the second half is exp(2g) = a/d with the denominator d cleared. `decimated_coupling_pos` uses the fact that sinh 2K vanishes only at K = 0. `ring_partition_function` regroups the power and takes the scalar factor out of the trace.

## `linear_combination` and the product of opposite exponentials

The algebra rests on the tactic `linear_combination`. It is given known equations with a coefficient for each, and it checks that their weighted sum yields the goal by ordinary commutative-ring algebra. The coefficients may themselves contain variables and exponentials.

Ring algebra does not know that exp(L) exp(−L) = 1. The lemma `exp_mul_neg` provides this as an equation that can enter the sum. The last step of `decimation` shows how it works. There `H` reads

A exp(L) exp(g) − A exp(L) exp(−g) = 2 exp(2K) sinh h · A exp(−L).

Multiplying it by exp(L)/2 produces the wanted left-hand side, A exp(2L) sinh g, but leaves the product exp(L) exp(−L) on the right. Adding `exp_mul_neg L` with coefficient A exp(2K) sinh h replaces that product by 1. The factor A appears on both sides because `mul_left_cancel₀`, which needs A ≠ 0, has replaced the original goal by the same equation multiplied by A.

The induction uses the same method: the coefficient of `H` in `hs` is −exp(−K), the factor that multiplies a − d in the symmetry calculation above.
